# Kato's identities for a pair of projectors: $UP = QU$ and $UV = VU = 1 - (P-Q)^2$

## Physical setting

Take two lines through the origin of the real plane, at an angle $\theta$ to each other. Let $e_0 = (1,0)$ and $e_1 = (0,1)$, and write $c = \cos\theta$, $s = \sin\theta$. The orthogonal projectors onto $e_0$ and onto the unit vector $(c,s)$ are

$$P = \begin{pmatrix}1&0\\0&0\end{pmatrix},\qquad Q = \begin{pmatrix}c^2&cs\\cs&s^2\end{pmatrix}.$$

A map that carries the first line to the second can be built from $P$ and $Q$ alone. Split a vector into its part along the first line and its part across it, project the first part with $Q$ and the second with $1-Q$, and add. This gives $U = QP + (1-Q)(1-P)$. The product $QP$ keeps column 0 of $Q$, and $(1-Q)(1-P)$ keeps column 1 of $1-Q$, so

$$U = \begin{pmatrix}c^2&-cs\\cs&c^2\end{pmatrix} = c\begin{pmatrix}c&-s\\s&c\end{pmatrix}.$$

This is the rotation by $\theta$, scaled by $\cos\theta$. Exchanging $P$ and $Q$ gives $V = PQ + (1-P)(1-Q)$, which is $c$ times the rotation by $-\theta$, so $UV = VU = c^2\cdot 1$. Directly,

$$P - Q = \begin{pmatrix}s^2&-cs\\-cs&-s^2\end{pmatrix},\qquad (P-Q)^2 = s^2\cdot 1,$$

so $D = 1-(P-Q)^2 = c^2\cdot 1$ as well. For $c = 4/5$ and $s = 3/5$ one has $D = \tfrac{16}{25}\cdot 1$, and multiplying $U$ by $5/4$ gives the normalised map, the rotation with columns $(4/5, 3/5)$ and $(-3/5, 4/5)$. For perpendicular lines $c = 0$, and both $U$ and $D$ vanish.

In an independent-particle model with one finite orthonormal basis kept fixed for all geometries, $P$ and $Q$ can be the projectors onto the occupied orbitals at two nearby geometries; if $D$ is invertible (closeness of the geometries alone does not ensure this, since an occupied and an empty level may cross between them), the normalised map $UD^{-1/2}$ carries one occupied space onto the other, and the traces count the occupied orbitals. The result compares two fixed projectors, and no Hamiltonian, time or path of parameters enters it.

## Statement

Let $P$ and $Q$ be elements of a ring with unit $1$, not assumed commutative, with $P^2 = P$ and $Q^2 = Q$. Define

$$U = QP + (1-Q)(1-P),\qquad V = PQ + (1-P)(1-Q),\qquad D = 1-(P-Q)^2.$$

1. $UP = QU$ and $VQ = PV$ (`kato_intertwine`).
2. $DP = PD$ and $DQ = QD$ (`katoD_comm`).
3. $UV = VU = D$ (`kato_product`).
4. $U$ is invertible if and only if $D$ is (`isUnit_katoU_iff`).
5. If $D$ is invertible, then $U$ is invertible, $U^{-1}D = V$ and $UPU^{-1} = Q$ (`kato_conjugate`).
6. In a complete normed ring, $\lVert P-Q\rVert < 1$ implies that $U$ is invertible and $UPU^{-1} = Q$ (`kato_conjugate_of_norm_lt_one`).
7. For square matrices over a commutative ring, invertible $D$ implies $\operatorname{tr}Q = \operatorname{tr}P$ (`trace_eq_of_isUnit_katoD`).
8. Let the ring have an adjoint $\dagger$, let $P^\dagger = P$ and $Q^\dagger = Q$, and let $S$ satisfy $S^\dagger = S$, $SP = PS$ and $S^2D = 1$. Then $W = US$ satisfies $W^\dagger W = WW^\dagger = 1$ and $WPW^\dagger = Q$ (`kato_unitary`).
9. The plane example with $c = 4/5$, $s = 3/5$ and $S = \tfrac54\cdot 1$ meets the hypotheses of 5, 7 and 8, with $PQ \ne QP$ (`kato_witness`).
10. The projectors onto $e_0$ and $e_1$ have $D = 0$, yet the self-inverse matrix that exchanges the axes conjugates the first into the second (`conjugate_with_katoD_zero`). Invertible $D$ is therefore sufficient for conjugacy and not necessary.

## Derivation

Idempotency gives $P(1-P) = (1-P)P = 0$ and $(1-P)^2 = 1-P$, and the same for $Q$.

For item 1,
$$UP = QP^2 + (1-Q)(1-P)P = QP,\qquad QU = Q^2P + Q(1-Q)(1-P) = QP.$$
Exchanging $P$ and $Q$ turns $U$ into $V$ and gives $VQ = PQ = PV$.

For item 2, expand the square: $(P-Q)^2 = P - PQ - QP + Q$, so
$$D = 1 - P - Q + PQ + QP.$$
Then $DP = P - P - QP + PQP + QP = PQP$ and $PD = P - P - PQ + PQ + PQP = PQP$. Since $D$ is symmetric under the exchange, $DQ = QD = QPQ$.

For item 3, the two cross terms of $UV$ contain $P(1-P)$ and $(1-P)P$ and vanish, which leaves
$$UV = QPQ + (1-Q)(1-P)(1-Q).$$
The second term is $(1-Q) - (1-Q)P(1-Q) = 1 - Q - P + PQ + QP - QPQ$. The terms $QPQ$ cancel and $UV = D$. The exchange turns $UV$ into $VU$ and leaves $D$ alone, so $VU = D$.

For item 4, suppose first that $D$ is invertible. Then $U(VD^{-1}) = 1$ and $(D^{-1}V)U = 1$, so $U$ has a right and a left inverse and is invertible. Conversely, put $J = 2P-1$ and $T = P+Q-1$. Then $J^2 = 4P - 4P + 1 = 1$, and
$$TJ = 1 - P - Q + 2QP = U,\qquad JT = 1 - P - Q + 2PQ = V.$$
Hence $JUJ = JTJ^2 = V$. If $U$ is invertible, $V$ is a product of invertible elements, and so is $D = UV$.

For item 5, $U^{-1}D = U^{-1}UV = V$, and $UPU^{-1} = QUU^{-1} = Q$ by item 1.

For item 6, the norm is submultiplicative, so $\lVert(P-Q)^2\rVert \le \lVert P-Q\rVert^2 < 1$. The Neumann series $\sum_{k\ge0}(P-Q)^{2k}$ converges by completeness, its sum inverts $D$, and item 5 applies.

For item 7, the trace is cyclic: $\operatorname{tr}Q = \operatorname{tr}(UPU^{-1}) = \operatorname{tr}(U^{-1}UP) = \operatorname{tr}P$.

For item 8, the adjoint reverses products, so $U^\dagger = PQ + (1-P)(1-Q) = V$, $D^\dagger = D$ and $W^\dagger = SV$. The adjoint of $S^2D = 1$ is $DS^2 = 1$. Thus $DS$ is a left inverse of $S$ and $SD$ a right inverse, and they agree:
$$DS = DS\,(S\,SD) = (DS\,S)\,SD = SD.$$
Also $DU = UVU = UD$. Then
$$W^\dagger W = S\,VU\,S = SDS = DS^2 = 1,$$
$$WW^\dagger = US^2V = (S^2D)\,US^2V = S^2U\,(DS^2)\,V = S^2UV = S^2D = 1,$$
$$WPW^\dagger = USPSV = UP\,S^2V = Q\,US^2V = Q\,WW^\dagger = Q.$$
The relation $SP = PS$ is used only in the last line.

For item 10, $P - Q = \operatorname{diag}(1,-1)$ squares to $1$, so $D = 0$, and exchanging rows and then columns of $\operatorname{diag}(1,0)$ gives $\operatorname{diag}(0,1)$.

## What the formal version assumes

Operators are elements of a type `R` with `[Ring R]`, and a projector is an element with `IsIdempotentElem P`, which means $P\cdot P = P$. Self-adjointness is required only in item 8, so items 1 to 7 cover oblique projectors too. The definitions `katoU`, `katoV` and `katoD` are $U$, $V$ and $D$, with $P$ as first and $Q$ as second argument, so $U$ goes from $P$ to $Q$. Invertibility is `IsUnit`, a two-sided inverse in the same ring. The conjugation is stated with a unit `u : Rˣ` whose value is `katoU P Q`, so `u⁻¹` is a true inverse. The theorem gives $U^{-1}D = V$, which is $U^{-1} = VD^{-1}$ written without an inverse of $D$.

Item 6 takes `[NormedRing A] [CompleteSpace A]`, that is, any complete submultiplicative norm. The operator norm on the bounded operators of a Hilbert space is one such norm. Item 7 is for matrices with a finite index type `n` over a commutative ring `K`. It is about the trace; for real or complex matrices the trace of an idempotent is its rank, but rank does not occur in the theorem.

In item 8, `star` is $\dagger$, and for the real matrices of the examples it is the transpose. For orthogonal projectors on a Hilbert space with invertible $D$, one can take for $S$ the positive inverse square root $D^{-1/2}$, which is constructed by analysis. In a general ring such a root need not exist, so `kato_unitary` receives $S$ as given data through `hS`, `hSP` and `hSD`, and it says nothing on whether such an $S$ exists. No positivity is asked of $S$, so $W$ need not be unique: $-S$ meets the same conditions, and for real or complex matrices of nonzero size it gives the different operator $-W$. The theorem `kato_witness` supplies $S$ for one pair, `projX` and `projTilt`, and it makes no statement about the norm bound of item 6. The formulas for general $\theta$ above, the counter-examples below and the comparison of models are worked on paper and are not among the Lean theorems.

Without invertible $D$, conjugacy and equality of traces can both fail. For the real $1\times1$ matrices $P = 1$ and $Q = 0$ one has $D = 0$ and $U = 0$, the traces are $1$ and $0$, and no invertible $u$ has $uPu^{-1} = Q$. Here $\lVert P-Q\rVert = 1$, so the strict inequality in item 6 cannot be relaxed to $\le$. Without $SP = PS$, take $P = Q = \operatorname{diag}(1,0)$, so that $U = D = 1$, and let $S$ be the exchange of the axes. It is symmetric with $S^2D = 1$, and $W = S$ is unitary, but $WPW^\dagger = \operatorname{diag}(0,1) \ne Q$.

One could instead have taken $P$ and $Q$ as orthogonal projections onto closed subspaces of a complex Hilbert space. There $D = U^\dagger U$ is positive, an invertible $D$ has a positive inverse square root, and this root commutes with $P$ because $D$ does. The operator $S$ would then be constructed and fixed, and the conclusion could be phrased as $W$ mapping one subspace onto the other. The price is that oblique projectors and matrices over general commutative rings would need separate statements. In the ring model there are no vectors, and the mapping of subspaces is expressed by relations between operators such as $UP = QU$: if $P$ fixes a vector $x$, then $Q(Ux) = UPx = Ux$.

## The Lean file

```lean
import Mathlib

open Matrix

noncomputable section

namespace KatoIdentities

variable {R : Type*} [Ring R] {P Q : R}

/-- Kato's operator `U = QP + (1 - Q)(1 - P)`. -/
def katoU (P Q : R) : R := Q * P + (1 - Q) * (1 - P)

/-- Kato's operator `V = PQ + (1 - P)(1 - Q)`, which is `U` with `P` and `Q` exchanged. -/
def katoV (P Q : R) : R := P * Q + (1 - P) * (1 - Q)

/-- The operator `D = 1 - (P - Q)^2`. -/
def katoD (P Q : R) : R := 1 - (P - Q) ^ 2

/-- Applying a projector twice from the left is the same as applying it once. -/
theorem idem_mul (hP : IsIdempotentElem P) (x : R) : P * (P * x) = P * x := by
  rw [← mul_assoc, hP.eq]

/-- For projectors `P`, `Q` the intertwining relations `UP = QU` and `VQ = PV` hold. -/
theorem kato_intertwine (hP : IsIdempotentElem P) (hQ : IsIdempotentElem Q) :
    katoU P Q * P = Q * katoU P Q ∧ katoV P Q * Q = P * katoV P Q := by
  constructor <;>
    simp only [katoU, katoV, mul_add, add_mul, mul_sub, sub_mul, mul_one, one_mul, mul_assoc,
      hP.eq, hQ.eq, idem_mul hP, idem_mul hQ] <;> abel

/-- For projectors `P`, `Q` the operator `D = 1 - (P - Q)^2` commutes with `P` and with `Q`. -/
theorem katoD_comm (hP : IsIdempotentElem P) (hQ : IsIdempotentElem Q) :
    katoD P Q * P = P * katoD P Q ∧ katoD P Q * Q = Q * katoD P Q := by
  constructor <;>
    simp only [katoD, sq, mul_sub, sub_mul, mul_one, one_mul, mul_assoc,
      hP.eq, hQ.eq, idem_mul hP, idem_mul hQ] <;> abel

/-- For projectors `P`, `Q` one has `UV = VU = 1 - (P - Q)^2`. -/
theorem kato_product (hP : IsIdempotentElem P) (hQ : IsIdempotentElem Q) :
    katoU P Q * katoV P Q = katoD P Q ∧ katoV P Q * katoU P Q = katoD P Q := by
  -- both products expand to `1 - P - Q + PQ + QP`
  constructor <;>
    simp only [katoU, katoV, katoD, sq, mul_add, add_mul, mul_sub, sub_mul, mul_one, one_mul,
      mul_assoc, hP.eq, hQ.eq, idem_mul hP, idem_mul hQ] <;> abel

/-- For projectors `P`, `Q` the operator `U` is invertible exactly when `1 - (P - Q)^2` is. -/
theorem isUnit_katoU_iff (hP : IsIdempotentElem P) (hQ : IsIdempotentElem Q) :
    IsUnit (katoU P Q) ↔ IsUnit (katoD P Q) := by
  obtain ⟨hUV, hVU⟩ := kato_product hP hQ
  constructor
  · intro hU
    -- `V` is `U` sandwiched between two copies of the invertible element `2P - 1`
    have hR : (P + P - 1) * (P + P - 1) = 1 := by
      simp only [mul_add, add_mul, mul_sub, sub_mul, mul_one, one_mul, hP.eq]
      abel
    have hRu : IsUnit (P + P - 1) := ⟨⟨P + P - 1, P + P - 1, hR, hR⟩, rfl⟩
    have hV : katoV P Q = (P + P - 1) * katoU P Q * (P + P - 1) := by
      simp only [katoU, katoV, mul_add, add_mul, mul_sub, sub_mul, mul_one, one_mul, mul_assoc,
        hP.eq]
      abel
    rw [← hUV, hV]
    exact hU.mul ((hRu.mul hU).mul hRu)
  · intro hD
    -- commuting factors of an invertible product are invertible
    have hc : Commute (katoU P Q) (katoV P Q) := hUV.trans hVU.symm
    rw [← hUV] at hD
    exact (hc.isUnit_mul_iff.mp hD).1

/-- If `D = 1 - (P - Q)^2` is invertible for projectors `P`, `Q`, then `U` is invertible,
`U⁻¹ D = V`, and `U P U⁻¹ = Q`. -/
theorem kato_conjugate (hP : IsIdempotentElem P) (hQ : IsIdempotentElem Q)
    (hD : IsUnit (katoD P Q)) :
    ∃ u : Rˣ, (u : R) = katoU P Q ∧ ((u⁻¹ : Rˣ) : R) * katoD P Q = katoV P Q ∧
      (u : R) * P * ((u⁻¹ : Rˣ) : R) = Q := by
  obtain ⟨u, hu⟩ := (isUnit_katoU_iff hP hQ).mpr hD
  refine ⟨u, hu, ?_, ?_⟩
  · rw [← (kato_product hP hQ).1, ← hu, Units.inv_mul_cancel_left]
  · have h : (u : R) * P = Q * (u : R) := by
      rw [hu]
      exact (kato_intertwine hP hQ).1
    rw [h, Units.mul_inv_cancel_right]

/-- In a complete normed ring, projectors with `‖P - Q‖ < 1` have invertible `U`,
and `U P U⁻¹ = Q`. -/
theorem kato_conjugate_of_norm_lt_one {A : Type*} [NormedRing A] [CompleteSpace A] {P Q : A}
    (hP : IsIdempotentElem P) (hQ : IsIdempotentElem Q) (h : ‖P - Q‖ < 1) :
    ∃ u : Aˣ, (u : A) = katoU P Q ∧ (u : A) * P * ((u⁻¹ : Aˣ) : A) = Q := by
  have hsq : ‖(P - Q) ^ 2‖ < 1 := by
    rw [sq]
    calc ‖(P - Q) * (P - Q)‖ ≤ ‖P - Q‖ * ‖P - Q‖ := norm_mul_le _ _
      _ < 1 := by nlinarith [norm_nonneg (P - Q)]
  -- the Neumann series inverts `1 - (P - Q)^2`
  have hD : IsUnit (katoD P Q) := by
    unfold katoD
    exact isUnit_one_sub_of_norm_lt_one hsq
  obtain ⟨u, hu, -, hc⟩ := kato_conjugate hP hQ hD
  exact ⟨u, hu, hc⟩

/-- Projector matrices for which `1 - (P - Q)^2` is invertible have the same trace. -/
theorem trace_eq_of_isUnit_katoD {n K : Type*} [Fintype n] [DecidableEq n] [CommRing K]
    {P Q : Matrix n n K} (hP : IsIdempotentElem P) (hQ : IsIdempotentElem Q)
    (hD : IsUnit (katoD P Q)) : Matrix.trace Q = Matrix.trace P := by
  obtain ⟨u, -, -, hc⟩ := kato_conjugate hP hQ hD
  have h1 : (u : Matrix n n K) * P * ((u⁻¹ : (Matrix n n K)ˣ) : Matrix n n K) = Q := hc
  have h2 : ((u⁻¹ : (Matrix n n K)ˣ) : Matrix n n K) * (u : Matrix n n K) = 1 := u.inv_mul
  calc Matrix.trace Q
      = Matrix.trace ((u : Matrix n n K) * P * ((u⁻¹ : (Matrix n n K)ˣ) : Matrix n n K)) :=
        congrArg Matrix.trace h1.symm
    _ = Matrix.trace (((u⁻¹ : (Matrix n n K)ˣ) : Matrix n n K) * (u : Matrix n n K) * P) :=
        Matrix.trace_mul_cycle _ _ _
    _ = Matrix.trace P := by rw [h2, Matrix.one_mul]

/-- Let `P`, `Q` be self-adjoint projectors and `S` a self-adjoint operator commuting with `P`
with `S S (1 - (P - Q)^2) = 1`. Then `W = U S` satisfies `W†W = WW† = 1` and `W P W† = Q`. -/
theorem kato_unitary [StarRing R] {S : R} (hP : IsIdempotentElem P) (hQ : IsIdempotentElem Q)
    (hPs : IsSelfAdjoint P) (hQs : IsSelfAdjoint Q) (hS : IsSelfAdjoint S)
    (hSP : Commute S P) (hSD : S * S * katoD P Q = 1) :
    star (katoU P Q * S) * (katoU P Q * S) = 1 ∧
      katoU P Q * S * star (katoU P Q * S) = 1 ∧
      katoU P Q * S * P * star (katoU P Q * S) = Q := by
  obtain ⟨hUV, hVU⟩ := kato_product hP hQ
  have hI := (kato_intertwine hP hQ).1
  -- the adjoint of `U` is `V`, and `D` is self-adjoint
  have hU : star (katoU P Q) = katoV P Q := by
    simp only [katoU, katoV, star_add, star_mul, star_sub, star_one, hPs.star_eq, hQs.star_eq]
  have hD : star (katoD P Q) = katoD P Q := by
    simp only [katoD, star_sub, star_one, star_pow, hPs.star_eq, hQs.star_eq]
  generalize katoU P Q = U at hU hUV hVU hI ⊢
  generalize katoV P Q = V at hU hUV hVU
  generalize katoD P Q = D at hD hUV hVU hSD
  have h2 : D * (S * S) = 1 := by
    have h := congrArg star hSD
    rwa [star_mul, star_mul, hD, hS.star_eq, star_one] at h
  -- `DS` and `SD` are left and right inverses of `S`, hence equal
  have hl : D * S * S = 1 := by
    rw [mul_assoc]
    exact h2
  have hr : S * (S * D) = 1 := by
    rw [← mul_assoc]
    exact hSD
  have hc : D * S = S * D := left_inv_eq_right_inv hl hr
  have hW : star (U * S) = S * V := by rw [star_mul, hS.star_eq, hU]
  have hDU : D * U = U * D :=
    calc D * U = U * V * U := by rw [hUV]
      _ = U * (V * U) := mul_assoc _ _ _
      _ = U * D := by rw [hVU]
  have h3 : S * V * (U * S) = 1 :=
    calc S * V * (U * S) = S * (V * U) * S := by simp only [mul_assoc]
      _ = D * S * S := by rw [hVU, hc]
      _ = 1 := hl
  have h4 : U * S * (S * V) = 1 :=
    calc U * S * (S * V) = (S * S * D) * (U * S * (S * V)) := by rw [hSD, one_mul]
      _ = S * S * (D * U) * (S * S) * V := by simp only [mul_assoc]
      _ = S * S * U * (D * (S * S)) * V := by rw [hDU]; simp only [mul_assoc]
      _ = S * S * (U * V) := by rw [h2]; simp only [mul_assoc, one_mul, mul_one]
      _ = 1 := by rw [hUV, hSD]
  rw [hW]
  refine ⟨h3, h4, ?_⟩
  calc U * S * P * (S * V) = U * (S * P) * (S * V) := by simp only [mul_assoc]
    _ = U * P * S * (S * V) := by rw [hSP.eq]; simp only [mul_assoc]
    _ = Q * (U * S * (S * V)) := by rw [hI]; simp only [mul_assoc]
    _ = Q := by rw [h4, mul_one]

/-- The projector onto the direction `(1, 0)` of the plane. -/
def projX : Matrix (Fin 2) (Fin 2) ℝ := !![1, 0; 0, 0]

/-- The projector onto the direction `(0, 1)` of the plane. -/
def projY : Matrix (Fin 2) (Fin 2) ℝ := !![0, 0; 0, 1]

/-- The projector onto the direction `(4/5, 3/5)` of the plane. -/
def projTilt : Matrix (Fin 2) (Fin 2) ℝ := !![16 / 25, 12 / 25; 12 / 25, 9 / 25]

/-- The matrix `5/4` times the identity. -/
def rescale : Matrix (Fin 2) (Fin 2) ℝ := !![5 / 4, 0; 0, 5 / 4]

/-- The matrix exchanging the two coordinate axes. -/
def swapXY : Matrix (Fin 2) (Fin 2) ℝ := !![0, 1; 1, 0]

/-- `projX` and `projTilt` are non-commuting self-adjoint projectors with invertible
`D = 1 - (P - Q)^2`, and `S = rescale` is self-adjoint, commutes with `projX`
and satisfies `S S D = 1`. -/
theorem kato_witness :
    IsIdempotentElem projX ∧ IsIdempotentElem projTilt ∧
      IsSelfAdjoint projX ∧ IsSelfAdjoint projTilt ∧
      projX * projTilt ≠ projTilt * projX ∧ IsUnit (katoD projX projTilt) ∧
      IsSelfAdjoint rescale ∧ Commute rescale projX ∧
      rescale * rescale * katoD projX projTilt = 1 := by
  have hD : katoD projX projTilt = !![16 / 25, 0; 0, 16 / 25] := by
    rw [katoD, sq]
    ext i j
    simp only [Matrix.sub_apply, Matrix.mul_apply, Fin.sum_univ_two, Matrix.one_apply]
    fin_cases i <;> fin_cases j <;> simp [projX, projTilt] <;> norm_num
  refine ⟨?_, ?_, ?_, ?_, ?_, ?_, ?_, ?_, ?_⟩
  · show projX * projX = projX
    ext i j
    simp only [Matrix.mul_apply, Fin.sum_univ_two]
    fin_cases i <;> fin_cases j <;> simp [projX]
  · show projTilt * projTilt = projTilt
    ext i j
    simp only [Matrix.mul_apply, Fin.sum_univ_two]
    fin_cases i <;> fin_cases j <;> simp [projTilt] <;> norm_num
  · show star projX = projX
    ext i j
    rw [Matrix.star_apply, star_trivial]
    fin_cases i <;> fin_cases j <;> simp [projX]
  · show star projTilt = projTilt
    ext i j
    rw [Matrix.star_apply, star_trivial]
    fin_cases i <;> fin_cases j <;> simp [projTilt]
  · intro h
    have h01 := congrFun (congrFun h 0) 1
    simp only [Matrix.mul_apply, Fin.sum_univ_two] at h01
    simp [projX, projTilt] at h01
  · rw [hD, Matrix.isUnit_iff_isUnit_det, Matrix.det_fin_two_of, isUnit_iff_ne_zero]
    norm_num
  · show star rescale = rescale
    ext i j
    rw [Matrix.star_apply, star_trivial]
    fin_cases i <;> fin_cases j <;> simp [rescale]
  · show rescale * projX = projX * rescale
    ext i j
    simp only [Matrix.mul_apply, Fin.sum_univ_two]
    fin_cases i <;> fin_cases j <;> simp [rescale, projX]
  · rw [hD]
    ext i j
    simp only [Matrix.mul_apply, Fin.sum_univ_two, Matrix.one_apply]
    fin_cases i <;> fin_cases j <;> simp [rescale] <;> norm_num

/-- For the projectors `projX` and `projY` the operator `1 - (P - Q)^2` vanishes, while the
self-inverse matrix `swapXY` conjugates `projX` into `projY`. -/
theorem conjugate_with_katoD_zero :
    IsIdempotentElem projX ∧ IsIdempotentElem projY ∧ katoD projX projY = 0 ∧
      swapXY * swapXY = 1 ∧ swapXY * projX * swapXY = projY := by
  refine ⟨kato_witness.1, ?_, ?_, ?_, ?_⟩
  · show projY * projY = projY
    ext i j
    simp only [Matrix.mul_apply, Fin.sum_univ_two]
    fin_cases i <;> fin_cases j <;> simp [projY]
  · rw [katoD, sq]
    ext i j
    simp only [Matrix.sub_apply, Matrix.mul_apply, Fin.sum_univ_two, Matrix.one_apply]
    fin_cases i <;> fin_cases j <;> simp [projX, projY]
  · ext i j
    simp only [Matrix.mul_apply, Fin.sum_univ_two, Matrix.one_apply]
    fin_cases i <;> fin_cases j <;> simp [swapXY]
  · ext i j
    simp only [Matrix.mul_apply, Fin.sum_univ_two]
    fin_cases i <;> fin_cases j <;> simp [swapXY, projX, projY]

end KatoIdentities

end
```

```lean
#print axioms KatoIdentities.kato_conjugate_of_norm_lt_one
#print axioms KatoIdentities.trace_eq_of_isUnit_katoD
#print axioms KatoIdentities.kato_unitary
#print axioms KatoIdentities.conjugate_with_katoD_zero
```

```
'KatoIdentities.kato_conjugate_of_norm_lt_one' depends on axioms: [propext, Classical.choice, Quot.sound]
'KatoIdentities.trace_eq_of_isUnit_katoD' depends on axioms: [propext, Classical.choice, Quot.sound]
'KatoIdentities.kato_unitary' depends on axioms: [propext, Classical.choice, Quot.sound]
'KatoIdentities.conjugate_with_katoD_zero' depends on axioms: [propext, Classical.choice, Quot.sound]
```

## Notes on the proof

The theorems `kato_intertwine`, `katoD_comm` and `kato_product` share one method. The `simp only` call unfolds the definitions, distributes all products and brackets each word to the right with `mul_assoc`. A repeated letter at the end of a word is removed by `hP.eq` or `hQ.eq`. Inside a word it appears as $P(Px)$, and the lemma `idem_mul` removes it. Then `abel` compares the two sums of words as elements of a commutative additive group. The derivation above kills the cross terms early through $P(1-P) = 0$, while Lean expands everything and lets them cancel at the end. The theorem `katoD_comm` is not called by any later proof.

In `isUnit_katoU_iff`, the element $J$ is written `P + P - 1`. The step `hR` is $J^2 = 1$, `hRu` makes $J$ a unit with itself as inverse, and `hV` is $V = JUJ$, checked by direct expansion without the factor $T$. The other direction turns $UV = VU$ into `Commute` and uses `hc.isUnit_mul_iff.mp`, which says that commuting factors of a unit are units.

The proof of `kato_conjugate` extracts the unit `u`, rewrites $D$ as $UV$ and cancels with `Units.inv_mul_cancel_left`, then rewrites $UP$ as $QU$ and cancels with `Units.mul_inv_cancel_right`. In `kato_conjugate_of_norm_lt_one`, `norm_mul_le` and `nlinarith` give `hsq`, the bound $\lVert(P-Q)^2\rVert<1$, and `isUnit_one_sub_of_norm_lt_one` is the Neumann series. The trace theorem moves $U^{-1}$ to the front with `Matrix.trace_mul_cycle`.

In `kato_unitary`, `hU` and `hD` are $U^\dagger = V$ and $D^\dagger = D$. The three `generalize` steps replace the operators by plain letters, so that from there on only the recorded relations are available. The steps `h2`, `hc`, `hW` and `hDU` are $DS^2 = 1$, $DS = SD$, $W^\dagger = SV$ and $DU = UD$, with `left_inv_eq_right_inv` doing the comparison of inverses. The chains `h3`, `h4` and the final `calc` are the three displayed lines for $W^\dagger W$, $WW^\dagger$ and $WPW^\dagger$.

The two examples are checked entry by entry, with rows and columns indexed by 0 and 1. In `kato_witness`, $D$ is first computed as $\tfrac{16}{25}\cdot 1$, and its invertibility follows from a nonzero determinant. Non-commutation is read off the entry in row 0 and column 1, which is $12/25$ for $PQ$ and $0$ for $QP$.
